# The Morel–Anderson pairing criterion for a two-level gap equation

Electrons that attract through phonons with strength $\lambda$ and repel through the Coulomb force with strength $\mu$ reach a pairing instability, in a two-level model, exactly when

$$(\lambda-\mu^*)L_1=1,\qquad \mu^*=\frac{\mu}{1+\mu L_2}.$$

Here $L_1$ and $L_2$ are the total pair weights inside and outside the phonon energy shell, and $1+\mu L_2\neq0$ is assumed. If $\mu$ and $L_1$ are positive and $L_2\ge0$, the gaps $D_1$ inside and $D_2$ outside the shell have opposite signs.

## Phonon attraction against Coulomb repulsion

In the simplified picture of BCS theory, phonons mediate an attraction only between electrons within about a phonon energy $\omega$ of the Fermi level. The Coulomb repulsion acts over the whole band, and it may be the stronger of the two. The question is whether a superconducting gap can still open.

At the transition the gap is infinitesimal and obeys a linear equation. Divide the band into finitely many energies, labelled $i$, and let $S$ be the set of those inside the phonon shell. The gap $\Delta_i$ satisfies

$$\Delta_i=\sum_j K_{ij}\,w_j\,\Delta_j .$$

The kernel $K_{ij}$ is $\lambda-\mu$ if $i$ and $j$ both lie in $S$, and $-\mu$ otherwise, so a positive kernel means attraction. Both couplings are dimensionless, with the density of states absorbed. The weight $w_j$ measures how readily a pair at energy $j$ responds. In BCS theory it is the grid spacing times $\tanh(|\xi_j|/2T)/(2|\xi_j|)$, where $\xi_j$ is the energy from the Fermi level and $T$ is the temperature in energy units.

For a band reaching to energy $E$ on both sides of the Fermi level, and $T\ll\omega$, this gives $L_1\approx\ln(1.13\,\omega/T)$ and $L_2\approx\ln(E/\omega)$. These expressions motivate the model; the theorems take the weights as given numbers.

## From the grid to two gaps

Write $A=\sum_{j\in S}w_j\Delta_j$ and $B=\sum_{j\notin S}w_j\Delta_j$. The gap equation becomes

$$\Delta_i=(\lambda-\mu)A-\mu B\ \ (i\in S),\qquad \Delta_i=-\mu A-\mu B\ \ (i\notin S).$$

The right-hand sides do not otherwise depend on $i$. Call them $D_1$ and $D_2$. Then $A=L_1D_1$ and $B=L_2D_2$, and substitution gives

$$D_1=(\lambda-\mu)L_1D_1-\mu L_2D_2,\qquad D_2=-\mu L_1D_1-\mu L_2D_2 .$$

Conversely, a step function built from a solution of these two equations solves the grid equation.

## Eliminating the outer gap

The second equation reads $(1+\mu L_2)D_2=-\mu L_1D_1$, so

$$D_2=-\mu^*L_1D_1 .$$

Subtracting the second equation from the first gives $D_1-D_2=\lambda L_1D_1$. Inserting $D_2$ leaves

$$D_1=(\lambda-\mu^*)L_1D_1 .$$

These steps can be reversed, so the last two displayed equations are equivalent to the original pair.

If $D_1=0$, then $D_2=0$ as well. A nonzero solution therefore has $D_1\neq0$, and dividing by it gives the criterion. When the criterion holds, $D_1=1$ and $D_2=-\mu^*L_1$ is a solution. For $\mu,L_1>0$ and $L_2\ge0$ we have $\mu^*>0$, hence

$$D_1D_2=-\mu^*L_1D_1^2<0 .$$

The sign change lets the outer gap turn the repulsion to advantage: in the first equation, $-\mu L_2D_2$ has the same sign as $D_1$ when $L_2>0$.

## Pairing with a net repulsion

For $\mu,L_2>0$ the denominator of $\mu^*$ exceeds 1, so $\mu^*<\mu$. A positive $L_1$ can satisfy the criterion exactly when $\lambda>\mu^*$, namely $L_1=1/(\lambda-\mu^*)$. In the range $\mu^*<\lambda<\mu$ the kernel is repulsive everywhere, and the instability still occurs.

Now set $L_1=\ln(W/T)$, where $W$ is an energy of the order of the phonon energy, not the bandwidth. For $0<T<W$ the logarithm is positive, so the criterion requires $\lambda>\mu^*$ and becomes

$$\ln\frac WT=\frac1{\lambda-\mu^*},\qquad T=W\,e^{-1/(\lambda-\mu^*)} .$$

With $\mu=0.5$, $L_2=6$ and $\lambda=0.3$, for instance, $\mu^*=0.125$ and $T\approx0.0033\,W$, although $\lambda<\mu$.

The parameter $\mu^*$ also enters estimates of transition temperatures from computed electron-phonon couplings; the formula here belongs to a static interaction with a sharp shell.

## What the Lean definitions say

All quantities are real numbers, and `lam` stands for $\lambda$. `muStar μ L2` is $\mu^*$, and `IsGapSolution` is the pair of equations for $D_1$ and $D_2$. `HasPairing` says that this pair has a solution with at least one gap nonzero. The name is broader than its meaning: it marks the onset of the instability, where the linear equation has a nonzero solution, and not the whole superconducting phase below it.

On the grid, `ι` is a finite type of energies, `S` is the shell, and `Sᶜ` is the rest of the band. `IsGridSolution` is the gap equation with the kernel above. The weights `w` may be any real numbers, although physical ones are positive. `morel_anderson_grid` says that the grid equation has a solution that is not identically zero exactly when the criterion holds, with $L_1$ and $L_2$ the sums of `w` over `S` and `Sᶜ`.

The condition $1+\mu L_2\neq0$ holds automatically for a repulsive $\mu$ and nonnegative $L_2$. The sign theorem concerns the two-level gaps; on a grid they are both visible only if there are energies inside and outside the shell. In `critical_temperature` the logarithmic form of $L_1$ is put in by hand, and $L_2$ is held fixed as $T$ varies.

Among the simplifications that lead from a metal to this model is the replacement of the retarded, frequency-dependent interaction by the step kernel. Morel and Anderson's physical argument rests on that retardation, which is represented here only by the two energy ranges.

## The complete Lean file

```lean
import Mathlib

open Finset

namespace MorelAnderson

noncomputable section

/-- The Coulomb pseudopotential `μ* = μ / (1 + μ L2)`, for `1 + μ L2 ≠ 0`. -/
def muStar (μ L2 : ℝ) : ℝ := μ / (1 + μ * L2)

/-- The linearised two-level gap equations for the gap `D1` inside the phonon shell and the
gap `D2` outside it. -/
def IsGapSolution (lam μ L1 L2 D1 D2 : ℝ) : Prop :=
  D1 = (lam - μ) * L1 * D1 - μ * L2 * D2 ∧ D2 = -μ * L1 * D1 - μ * L2 * D2

/-- Pairing: the two-level gap equations have a nonzero solution. -/
def HasPairing (lam μ L1 L2 : ℝ) : Prop :=
  ∃ D1 D2 : ℝ, (D1 ≠ 0 ∨ D2 ≠ 0) ∧ IsGapSolution lam μ L1 L2 D1 D2

/-- The interaction between grid energies `i` and `j`: phonon attraction `lam` if both lie in
the shell `S`, and Coulomb repulsion `μ` everywhere. -/
def kernel {ι : Type*} [DecidableEq ι] (lam μ : ℝ) (S : Finset ι) (i j : ι) : ℝ :=
  (if i ∈ S then (if j ∈ S then lam else 0) else 0) - μ

/-- The linearised gap equation on a finite energy grid with pair weights `w`. -/
def IsGridSolution {ι : Type*} [Fintype ι] [DecidableEq ι] (lam μ : ℝ) (S : Finset ι)
    (w Δ : ι → ℝ) : Prop :=
  ∀ i, Δ i = ∑ j, kernel lam μ S i j * w j * Δ j

/-- Eliminating the outer gap, for `1 + μ L2 ≠ 0`: the gap equations are equivalent to
`D2 = -μ* L1 D1` and a one-level equation for `D1` with coupling `lam - μ*`. -/
theorem gap_iff_folded {lam μ L1 L2 D1 D2 : ℝ} (h : 1 + μ * L2 ≠ 0) :
    IsGapSolution lam μ L1 L2 D1 D2 ↔
      D2 = -muStar μ L2 * L1 * D1 ∧ (lam - muStar μ L2) * L1 * D1 = D1 := by
  have hm : muStar μ L2 * (1 + μ * L2) = μ := div_mul_cancel₀ _ h
  constructor
  · rintro ⟨h1, h2⟩
    -- solve the second equation for the outer gap
    have hD : D2 = -muStar μ L2 * L1 * D1 := by
      apply mul_left_cancel₀ h
      linear_combination h2 + L1 * D1 * hm
    exact ⟨hD, by linear_combination h2 - h1 - hD⟩
  · rintro ⟨hD, hE⟩
    have h2 : D2 = -μ * L1 * D1 - μ * L2 * D2 := by
      linear_combination (1 + μ * L2) * hD - L1 * D1 * hm
    exact ⟨by linear_combination h2 - hE - hD, h2⟩

/-- For `1 + μ L2 ≠ 0`, a nonzero solution has a nonzero gap inside the phonon shell. -/
theorem inner_gap_ne_zero {lam μ L1 L2 D1 D2 : ℝ} (h : 1 + μ * L2 ≠ 0)
    (hne : D1 ≠ 0 ∨ D2 ≠ 0) (hs : IsGapSolution lam μ L1 L2 D1 D2) : D1 ≠ 0 := by
  intro h0
  have hD := ((gap_iff_folded h).1 hs).1
  rw [h0, mul_zero] at hD
  exact hne.elim (fun k => k h0) (fun k => k hD)

/-- The Morel-Anderson criterion: for `1 + μ L2 ≠ 0`, the gap equations have a nonzero
solution exactly when `(lam - μ*) L1 = 1`. -/
theorem morel_anderson {lam μ L1 L2 : ℝ} (h : 1 + μ * L2 ≠ 0) :
    HasPairing lam μ L1 L2 ↔ (lam - muStar μ L2) * L1 = 1 := by
  constructor
  · rintro ⟨D1, D2, hne, hs⟩
    apply mul_right_cancel₀ (inner_gap_ne_zero h hne hs)
    rw [one_mul]
    exact ((gap_iff_folded h).1 hs).2
  · intro hc
    exact ⟨1, -muStar μ L2 * L1 * 1, Or.inl one_ne_zero,
      (gap_iff_folded h).2 ⟨rfl, by rw [hc, one_mul]⟩⟩

/-- For `μ, L1 > 0` and `L2 ≥ 0`, the gaps inside and outside the phonon shell have opposite
signs in every nonzero solution. -/
theorem gap_sign_change {lam μ L1 L2 D1 D2 : ℝ} (hμ : 0 < μ) (hL1 : 0 < L1) (hL2 : 0 ≤ L2)
    (hne : D1 ≠ 0 ∨ D2 ≠ 0) (hs : IsGapSolution lam μ L1 L2 D1 D2) : D1 * D2 < 0 := by
  have hp : 0 < 1 + μ * L2 := by positivity
  have hm : 0 < muStar μ L2 := div_pos hμ hp
  have h1 := inner_gap_ne_zero hp.ne' hne hs
  have hpos : 0 < muStar μ L2 * L1 * D1 ^ 2 := by positivity
  rw [((gap_iff_folded hp.ne').1 hs).1]
  linarith

/-- For `μ, L2 > 0`, the pseudopotential is weaker than the bare repulsion, and some `L1 > 0`
gives pairing exactly when the attraction `lam` exceeds `μ*`. -/
theorem pairing_threshold {lam μ L2 : ℝ} (hμ : 0 < μ) (hL2 : 0 < L2) :
    muStar μ L2 < μ ∧ ((∃ L1 > 0, HasPairing lam μ L1 L2) ↔ muStar μ L2 < lam) := by
  have hq : 0 < μ * L2 := mul_pos hμ hL2
  have hp : 1 + μ * L2 ≠ 0 := by positivity
  refine ⟨div_lt_self hμ (by linarith), ?_, ?_⟩
  · rintro ⟨L1, hL1, hs⟩
    have hc := (morel_anderson hp).1 hs
    by_contra hle
    nlinarith [mul_nonneg (sub_nonneg.2 (not_lt.1 hle)) hL1.le]
  · intro hlt
    have hd : 0 < lam - muStar μ L2 := sub_pos.2 hlt
    exact ⟨(lam - muStar μ L2)⁻¹, inv_pos.2 hd,
      (morel_anderson hp).2 (mul_inv_cancel₀ hd.ne')⟩

/-- Transition temperature: with `L1 = log (W / T)`, `0 < T < W` and `1 + μ L2 ≠ 0`, pairing
sets in exactly when `lam > μ*` and `T = W exp (-1 / (lam - μ*))`. -/
theorem critical_temperature {lam μ L2 W T : ℝ} (h : 1 + μ * L2 ≠ 0) (hT : 0 < T)
    (hTW : T < W) :
    HasPairing lam μ (Real.log (W / T)) L2 ↔
      muStar μ L2 < lam ∧ T = W * Real.exp (-1 / (lam - muStar μ L2)) := by
  have hW : 0 < W := hT.trans hTW
  have hl : 0 < Real.log (W / T) := Real.log_pos ((one_lt_div hT).2 hTW)
  rw [morel_anderson h]
  constructor
  · intro hc
    have hlt : muStar μ L2 < lam := by
      by_contra hle
      nlinarith [mul_nonneg (sub_nonneg.2 (not_lt.1 hle)) hl.le]
    have he : -1 / (lam - muStar μ L2) = -Real.log (W / T) := by
      rw [div_eq_iff (sub_pos.2 hlt).ne']
      linear_combination hc
    refine ⟨hlt, ?_⟩
    rw [he, Real.exp_neg, Real.exp_log (div_pos hW hT), inv_div]
    field_simp
  · rintro ⟨hlt, hE⟩
    have hd : lam - muStar μ L2 ≠ 0 := (sub_pos.2 hlt).ne'
    have hlog := congrArg Real.log hE
    rw [Real.log_mul hW.ne' (Real.exp_ne_zero _), Real.log_exp] at hlog
    have hi : (lam - muStar μ L2) * (-1 / (lam - muStar μ L2)) = -1 := by field_simp
    rw [Real.log_div hW.ne' hT.ne', hlog]
    linear_combination -hi

variable {ι : Type*} [Fintype ι] [DecidableEq ι]

/-- The interaction sum at grid energy `i` depends on the gap function only through its
weighted sums inside and outside the phonon shell. -/
theorem kernel_sum (lam μ : ℝ) (S : Finset ι) (w Δ : ι → ℝ) (i : ι) :
    ∑ j, kernel lam μ S i j * w j * Δ j =
      ((if i ∈ S then lam else 0) - μ) * ∑ j ∈ S, w j * Δ j - μ * ∑ j ∈ Sᶜ, w j * Δ j := by
  have h1 : ∑ j ∈ S, kernel lam μ S i j * w j * Δ j =
      ((if i ∈ S then lam else 0) - μ) * ∑ j ∈ S, w j * Δ j := by
    rw [Finset.mul_sum]
    refine Finset.sum_congr rfl fun j hj => ?_
    rw [kernel, if_pos hj, mul_assoc]
  have h2 : ∑ j ∈ Sᶜ, kernel lam μ S i j * w j * Δ j = -μ * ∑ j ∈ Sᶜ, w j * Δ j := by
    rw [Finset.mul_sum]
    refine Finset.sum_congr rfl fun j hj => ?_
    rw [kernel, if_neg (Finset.mem_compl.1 hj), ite_self]
    ring
  rw [← Finset.sum_add_sum_compl S, h1, h2]
  ring

/-- A gap function solves the grid equation exactly when it is a step function whose values
inside and outside the shell solve the two-level gap equations. -/
theorem grid_iff_step (lam μ : ℝ) (S : Finset ι) (w Δ : ι → ℝ) :
    IsGridSolution lam μ S w Δ ↔ ∃ D1 D2 : ℝ,
      IsGapSolution lam μ (∑ j ∈ S, w j) (∑ j ∈ Sᶜ, w j) D1 D2 ∧
        ∀ i, Δ i = if i ∈ S then D1 else D2 := by
  constructor
  · intro h
    obtain ⟨A, hA⟩ : ∃ A, A = ∑ j ∈ S, w j * Δ j := ⟨_, rfl⟩
    obtain ⟨B, hB⟩ : ∃ B, B = ∑ j ∈ Sᶜ, w j * Δ j := ⟨_, rfl⟩
    have h' : ∀ i, Δ i = ((if i ∈ S then lam else 0) - μ) * A - μ * B := fun i => by
      rw [h i, kernel_sum, hA, hB]
    -- the weighted sums follow from the two constant values
    have hA' : A = (∑ j ∈ S, w j) * ((lam - μ) * A - μ * B) := hA.trans (by
      rw [Finset.sum_mul]
      exact Finset.sum_congr rfl fun j hj => by rw [h' j, if_pos hj])
    have hB' : B = (∑ j ∈ Sᶜ, w j) * ((0 - μ) * A - μ * B) := hB.trans (by
      rw [Finset.sum_mul]
      exact Finset.sum_congr rfl fun j hj => by
        rw [h' j, if_neg (Finset.mem_compl.1 hj)])
    refine ⟨(lam - μ) * A - μ * B, (0 - μ) * A - μ * B, ⟨?_, ?_⟩, fun i => ?_⟩
    · linear_combination (lam - μ) * hA' - μ * hB'
    · linear_combination -μ * hA' - μ * hB'
    · rw [h' i]
      by_cases hi : i ∈ S
      · simp only [if_pos hi]
      · simp only [if_neg hi]
  · rintro ⟨D1, D2, ⟨h1, h2⟩, hs⟩ i
    have hA : ∑ j ∈ S, w j * Δ j = (∑ j ∈ S, w j) * D1 := by
      rw [Finset.sum_mul]
      exact Finset.sum_congr rfl fun j hj => by rw [hs j, if_pos hj]
    have hB : ∑ j ∈ Sᶜ, w j * Δ j = (∑ j ∈ Sᶜ, w j) * D2 := by
      rw [Finset.sum_mul]
      exact Finset.sum_congr rfl fun j hj => by rw [hs j, if_neg (Finset.mem_compl.1 hj)]
    rw [kernel_sum, hA, hB, hs i]
    by_cases hi : i ∈ S
    · simp only [if_pos hi]
      linear_combination h1
    · simp only [if_neg hi]
      linear_combination h2

/-- The Morel-Anderson criterion on the energy grid: with `L1` and `L2` the total weights inside and
outside the shell and `1 + μ L2 ≠ 0`, the grid equation has a nonzero solution exactly when
`(lam - μ*) L1 = 1`. -/
theorem morel_anderson_grid (lam μ : ℝ) (S : Finset ι) (w : ι → ℝ)
    (h : 1 + μ * ∑ j ∈ Sᶜ, w j ≠ 0) :
    (∃ Δ : ι → ℝ, Δ ≠ 0 ∧ IsGridSolution lam μ S w Δ) ↔
      (lam - muStar μ (∑ j ∈ Sᶜ, w j)) * ∑ j ∈ S, w j = 1 := by
  constructor
  · rintro ⟨Δ, hΔ, hg⟩
    obtain ⟨D1, D2, hs, hstep⟩ := (grid_iff_step lam μ S w Δ).1 hg
    refine (morel_anderson h).1 ⟨D1, D2, ?_, hs⟩
    by_contra hn
    push Not at hn
    exact hΔ (funext fun i => by rw [hstep i, hn.1, hn.2, ite_self]; rfl)
  · intro hc
    obtain ⟨D1, D2, hne, hs⟩ := (morel_anderson h).2 hc
    -- the criterion forces the shell to contain a grid point
    have hL : ∑ j ∈ S, w j ≠ 0 := fun h0 => by
      rw [h0, mul_zero] at hc
      exact zero_ne_one hc
    obtain ⟨i, hi⟩ := Finset.nonempty_of_sum_ne_zero hL
    refine ⟨fun i => if i ∈ S then D1 else D2, fun h0 => ?_,
      (grid_iff_step lam μ S w _).2 ⟨D1, D2, hs, fun _ => rfl⟩⟩
    have hz : (if i ∈ S then D1 else D2) = 0 := congrFun h0 i
    rw [if_pos hi] at hz
    exact inner_gap_ne_zero h hne hs hz

end

end MorelAnderson
```

```lean
#print axioms MorelAnderson.morel_anderson
#print axioms MorelAnderson.pairing_threshold
#print axioms MorelAnderson.critical_temperature
#print axioms MorelAnderson.morel_anderson_grid
```

```
'MorelAnderson.morel_anderson' depends on axioms: [propext, Classical.choice, Quot.sound]
'MorelAnderson.pairing_threshold' depends on axioms: [propext, Classical.choice, Quot.sound]
'MorelAnderson.critical_temperature' depends on axioms: [propext, Classical.choice, Quot.sound]
'MorelAnderson.morel_anderson_grid' depends on axioms: [propext, Classical.choice, Quot.sound]
```

## How the algebra becomes a proof

`gap_iff_folded` carries out the elimination. Its auxiliary identity `hm` is $\mu^*(1+\mu L_2)=\mu$. To solve for the outer gap, `mul_left_cancel₀ h` cancels the nonzero factor $1+\mu L_2$. The tactic `linear_combination` then checks that the required equation is a stated combination of known ones; the combination `h2 - h1 - hD` is the subtraction of the two gap equations followed by the insertion of $D_2$. The reverse direction recovers the second gap equation first, then the first.

`inner_gap_ne_zero` puts $D_1=0$ into the formula for $D_2$ and contradicts the assumption of a nonzero solution. This permits `morel_anderson` to cancel $D_1$ and obtain the criterion. For the converse it supplies the solution with $D_1=1$. In `gap_sign_change`, `positivity` establishes $\mu^*L_1D_1^2>0$, and rewriting $D_2$ turns this into the sign of the product.

`pairing_threshold` excludes $\lambda\le\mu^*$ because $(\lambda-\mu^*)L_1$ would then be nonpositive instead of 1. For the other direction it chooses $L_1=(\lambda-\mu^*)^{-1}$. `critical_temperature` uses the same sign argument, then exponentiates the criterion to find $T$; taking the logarithm of the formula for $T$ leads back.

The grid part begins with `kernel_sum`, which splits the interaction sum into shell and complement and takes the constant kernel values out of each. In `grid_iff_step`, the equations `hA'` and `hB'` are $A=L_1D_1$ and $B=L_2D_2$, with the gaps written in terms of $A$ and $B$. Two linear combinations then yield the two-level equations. The converse evaluates the sums for a step function and treats energies inside and outside `S` separately.

`morel_anderson_grid` joins the two parts. A nonzero grid function must have at least one nonzero step value, so the two-level criterion applies. Conversely, the criterion forces $L_1\neq0$, so the shell contains at least one energy. Since $D_1\neq0$, the step function is nonzero there.
